# To first order, a density matrix that stays idempotent changes only in its occupied–virtual blocks

A molecule described by a single Slater determinant sits in a weak static field. As the field strength $t$ grows, the occupied orbitals mix with the virtual ones and the one-particle density matrix $P(t)$ changes, but it remains a Hermitian projector: its eigenvalues, the occupation numbers, are all 0 or 1.

I have seen it stated that the derivative $D$ of $P(t)$ at $t_0$ then has no occupied–occupied and no virtual–virtual block, that $D=[[D,P],P]$ with $P=P(t_0)$, that $\operatorname{tr}D=0$, and that $\operatorname{tr}(FD)=0$ whenever $F$ is a Hermitian matrix commuting with $P$. Is all of this really a consequence of $P^2=P$? And is every Hermitian $D$ of this shape the derivative of some curve of Hermitian projectors? I would like to see a full proof, and one that a machine has checked.

## What differentiating $P^2=P$ gives

Yes to both questions, for finite matrices in an orthonormal orbital basis. Write $Q=1-P$ for the projector on the virtual orbitals.

**Blocks.** The product rule applied to $P(t)^2=P(t)$ gives
$$D=DP+PD.$$
Multiplying by $P$ on both sides yields $PDP=2PDP$, so $PDP=0$. Then
$$QDQ=D-DP-PD+PDP=0.$$
Conversely, if both blocks vanish, then $0=QDQ-PDP=D-DP-PD$, which is the differentiated condition again.

**Double commutator.** Expanding, and using $P^2=P$,
$$[[D,P],P]=DP^2-2PDP+P^2D=DP+PD-2PDP=D.$$

**Every such $D$ occurs.** Let $D$ be Hermitian with both blocks zero, and set $X=[D,P]$. Then $X^\dagger=-X$, so $e^{tX}$ is unitary and $\gamma(t)=e^{tX}Pe^{-tX}$ is a Hermitian projector for all $t$. Its derivative at $t=0$ is $XP-PX=[[D,P],P]=D$.

**Traces.** Let $FP=PF$. By cyclicity and $P^2=P$,
$$\operatorname{tr}(FDP)=\operatorname{tr}(FDPP)=\operatorname{tr}(PFDP)=\operatorname{tr}(FPDP)=0,$$
and $\operatorname{tr}(FPD)=\operatorname{tr}(PFD)=\operatorname{tr}(FDP)=0$. Adding the two gives $\operatorname{tr}(FD)=0$. The choice $F=1$ gives $\operatorname{tr}D=0$: the electron number is conserved.

This has a converse. Suppose that $F$ is Hermitian and $\operatorname{tr}(FD)=0$ for every Hermitian $D$ with vanishing diagonal blocks. Split $F=G+R$ with $G=PFQ+QFP$ and $R=PFP+QFQ$. The matrix $R$ commutes with $P$, so $\operatorname{tr}(RG)=0$. Since $G$ is itself an allowed $D$,
$$0=\operatorname{tr}(FG)=\operatorname{tr}(G^2)=\sum_{ij}|G_{ij}|^2.$$
Hence $G=0$, and $F=R$ commutes with $P$.

**Orbital formula.** Let $F(t)$ and $P(t)$ commute for all $t$, and let them be diagonal at $t_0$ with energies $\varepsilon_k$ and occupations $f_k$. With $F'$ the derivative of $F(t)$ at $t_0$, the $(a,i)$ entry of $F'P+FD=DF+PF'$ reads
$$F'_{ai}f_i+\varepsilon_aD_{ai}=D_{ai}\varepsilon_i+f_aF'_{ai},$$
so for $\varepsilon_i\ne\varepsilon_a$
$$D_{ai}=\frac{f_i-f_a}{\varepsilon_i-\varepsilon_a}\,F'_{ai}.$$

## One orbital, then two

With a single orbital, $P$ is the number 0 or 1, and the block conditions force $D=0$. The same happens in any dimension when all orbitals are empty or all are full. A response needs at least one orbital of each kind.

Take two orbitals with energies $-1$ and $1$, the first occupied, and a non-interacting Hamiltonian
$$F(t)=\begin{pmatrix}-1&0.2\,t\\0.2\,t&1\end{pmatrix}.$$
At $t=0$ the formula gives $D_{21}=\frac{1-0}{-1-1}\cdot0.2=-0.1$. The exact ground-state projector is $\tfrac12\bigl(1-F(t)/\sqrt{1+0.04t^2}\bigr)$. Its $(2,1)$ entry is $-0.1\,t/\sqrt{1+0.04t^2}$, with slope $-0.1$ at $t=0$, as it should be.

## The statements in Lean

The finite type `n` labels orthonormal spin orbitals, and matrices are complex. `HasMatrixDerivAt A A' t₀` says that each entry of `A` is differentiable at `t₀`, with the derivative given by the same entry of `A'`. `comm` is the commutator, `IsOccVirt P D` says that both diagonal blocks of `D` vanish, and `rotatedDensity` is the curve $\gamma$.

- `density_response` assumes that `P` is differentiable at `t₀` and idempotent at all `t`, and concludes the two block conditions and the double commutator formula. It doesn't need Hermiticity.
- `isOccVirt_iff_exists_curve` says that, for Hermitian `P` and `D` with `P` idempotent, the block conditions hold exactly when `D` is the velocity at `P` of a curve of Hermitian idempotents.
- `stationary_iff_commute` is the trace statement in both directions, for Hermitian `F`, `P` and `D`. Setting `F = 1` gives $\operatorname{tr}D=0$.
- `response_orbital_basis` is the orbital formula. It doesn't use idempotency, so fractional occupations are allowed.
- `isOccVirt_witness` exhibits a nonzero allowed `D` for two orbitals.

Idempotency stands for the single-determinant description; correlated density matrices don't satisfy it. An overlap matrix, as in a non-orthogonal atomic basis, is not treated. The condition that $F(t)$ and $P(t)$ commute for all $t$ describes a static field with a stationary state at each strength, not real-time propagation. Differentiability of $P(t)$ is assumed.

In Hartree–Fock theory, with $F$ the Fock matrix built from $P$, $\operatorname{tr}(FD)$ is the first-order energy change caused by the change $D$ of the density matrix at fixed field strength, and $FP=PF$ is the self-consistency condition. There $F'$ itself depends on $D$, so the orbital formula becomes an equation to be solved; for non-interacting electrons $F'$ is just the perturbation. Within such single-determinant models in a finite orthonormal basis, a first-order static response calculation may restrict its unknowns to the occupied–virtual blocks.

```lean
import Mathlib

open Matrix
open scoped ComplexOrder

namespace DensityResponse

variable {n : Type*} [Fintype n] [DecidableEq n]

/-- The matrix function `A` has the derivative `A'` at `t₀`, entry by entry. -/
def HasMatrixDerivAt (A : ℝ → Matrix n n ℂ) (A' : Matrix n n ℂ) (t₀ : ℝ) : Prop :=
  ∀ i j, HasDerivAt (fun t => A t i j) (A' i j) t₀

/-- The commutator `[A, B] = AB - BA`. -/
def comm (A B : Matrix n n ℂ) : Matrix n n ℂ := A * B - B * A

/-- `D` has vanishing blocks `PDP` and `(1 - P)D(1 - P)`. For a projector `P` onto the occupied
orbitals, this means that `D` only couples occupied with virtual orbitals. -/
structure IsOccVirt (P D : Matrix n n ℂ) : Prop where
  occ : P * D * P = 0
  virt : (1 - P) * D * (1 - P) = 0

/-- The curve `exp(tX) P exp(-tX)` with `X = [D, P]`. For Hermitian `P` and `D` the exponentials are
unitary, and the curve is `P` carried along by an orbital rotation. -/
noncomputable def rotatedDensity (P D : Matrix n n ℂ) (t : ℝ) : Matrix n n ℂ :=
  NormedSpace.exp (t • comm D P) * P * NormedSpace.exp (t • -comm D P)

omit [DecidableEq n] in
/-- The product rule for matrix functions, with the order of the factors kept. -/
theorem HasMatrixDerivAt.mul {A B : ℝ → Matrix n n ℂ} {A' B' : Matrix n n ℂ} {t₀ : ℝ}
    (hA : HasMatrixDerivAt A A' t₀) (hB : HasMatrixDerivAt B B' t₀) :
    HasMatrixDerivAt (fun t => A t * B t) (A' * B t₀ + A t₀ * B') t₀ := by
  intro i j
  have h := HasDerivAt.fun_sum (u := Finset.univ)
    (fun k _ => (hA i k).fun_mul (hB k j))
  simpa only [Matrix.mul_apply, Matrix.add_apply, Finset.sum_add_distrib] using h

/-- For idempotent `P`, a matrix `D` only couples occupied with virtual orbitals exactly
when it obeys the linearised idempotency condition `D = DP + PD`. -/
theorem isOccVirt_iff {P D : Matrix n n ℂ} (hP : P * P = P) :
    IsOccVirt P D ↔ D = D * P + P * D := by
  constructor
  · intro h
    linear_combination (norm := noncomm_ring) h.virt - h.occ
  · intro h
    -- sandwiching the condition between two projectors doubles the occupied block
    have e : P * D * P = P * (D * P + P * D) * P := by rw [← h]
    have e2 : P * (D * P + P * D) * P = P * D * (P * P) + (P * P) * D * P := by
      noncomm_ring
    rw [e2, hP] at e
    have h1 : P * D * P = 0 := by
      linear_combination (norm := noncomm_ring) -e
    exact ⟨h1, by linear_combination (norm := noncomm_ring) h + h1⟩

/-- For idempotent `P`, a matrix `D` that only couples occupied with virtual orbitals
equals its double commutator `[[D, P], P]`. -/
theorem eq_double_comm {P D : Matrix n n ℂ} (hP : P * P = P) (hD : IsOccVirt P D) :
    D = comm (comm D P) P := by
  have h := (isOccVirt_iff hP).1 hD
  have h1 := hD.occ
  unfold comm
  linear_combination (norm := noncomm_ring) h + h1 + h1 - D * hP - hP * D

/-- The derivative `D` of a density matrix that stays idempotent has no occupied-occupied
and no virtual-virtual block, and it equals `[[D, P], P]`. -/
theorem density_response {P : ℝ → Matrix n n ℂ} {D : Matrix n n ℂ} {t₀ : ℝ}
    (hD : HasMatrixDerivAt P D t₀) (hP : ∀ t, P t * P t = P t) :
    IsOccVirt (P t₀) D ∧ D = comm (comm D (P t₀)) (P t₀) := by
  -- differentiate `P² = P`
  have h : D = D * P t₀ + P t₀ * D := by
    ext i j
    have h2 := (hD.mul hD) i j
    simp only [hP] at h2
    exact (hD i j).unique h2
  have hov := (isOccVirt_iff (hP t₀)).2 h
  exact ⟨hov, eq_double_comm (hP t₀) hov⟩

/-- The matrix function `exp(tX)` has the derivative `X` at `t = 0`. -/
theorem hasMatrixDerivAt_exp (X : Matrix n n ℂ) :
    HasMatrixDerivAt (fun t => NormedSpace.exp (t • X)) X 0 := by
  let : NormedRing (Matrix n n ℂ) := Matrix.linftyOpNormedRing
  let : NormedAlgebra ℝ (Matrix n n ℂ) := Matrix.linftyOpNormedAlgebra
  intro i j
  have h := hasDerivAt_exp_smul_const X (0 : ℝ)
  simp only [zero_smul, NormedSpace.exp_zero, one_mul] at h
  exact (LinearMap.toContinuousLinearMap
    (Matrix.entryLinearMap ℝ ℂ i j)).hasFDerivAt.comp_hasDerivAt (0 : ℝ) h

/-- Let `P` be a Hermitian idempotent and `D` Hermitian. Then `D` only couples occupied with
virtual orbitals exactly when it is the derivative at `P` of a curve of Hermitian idempotents. -/
theorem isOccVirt_iff_exists_curve {P D : Matrix n n ℂ} (hP : P * P = P)
    (hPh : P.IsHermitian) (hDh : D.IsHermitian) :
    IsOccVirt P D ↔ ∃ γ : ℝ → Matrix n n ℂ, γ 0 = P ∧
      (∀ t, γ t * γ t = γ t ∧ (γ t).IsHermitian) ∧ HasMatrixDerivAt γ D 0 := by
  constructor
  · intro hD
    refine ⟨rotatedDensity P D, by simp [rotatedDensity], fun t => ⟨?_, ?_⟩, ?_⟩
    · -- the two exponentials are inverse to each other
      have hc : Commute (t • -comm D P) (t • comm D P) := by
        rw [smul_neg]
        exact (Commute.refl _).neg_left
      have hinv : NormedSpace.exp (t • -comm D P) * NormedSpace.exp (t • comm D P) = 1 := by
        rw [← Matrix.exp_add_of_commute _ _ hc, smul_neg, neg_add_cancel,
          NormedSpace.exp_zero]
      unfold rotatedDensity
      generalize NormedSpace.exp (t • comm D P) = U at hinv ⊢
      generalize NormedSpace.exp (t • -comm D P) = V at hinv ⊢
      calc U * P * V * (U * P * V) = U * P * (V * U) * P * V := by simp only [mul_assoc]
        _ = U * (P * P) * V := by rw [hinv, mul_one]; simp only [mul_assoc]
        _ = U * P * V := by rw [hP]
    · -- the generator is anti-Hermitian, so the rotation is unitary
      have hX : (comm D P)ᴴ = -comm D P := by
        simp only [comm, conjTranspose_sub, conjTranspose_mul, hPh.eq, hDh.eq, neg_sub]
      change (rotatedDensity P D t)ᴴ = rotatedDensity P D t
      simp only [rotatedDensity, conjTranspose_mul, ← Matrix.exp_conjTranspose,
        conjTranspose_smul, conjTranspose_neg, hX, star_trivial, neg_neg, hPh.eq, mul_assoc]
    · -- the velocity is `[[D, P], P]`
      have hconst : HasMatrixDerivAt (fun _ => P) 0 0 := fun i j => hasDerivAt_const 0 (P i j)
      have h := ((hasMatrixDerivAt_exp (comm D P)).mul hconst).mul
        (hasMatrixDerivAt_exp (-comm D P))
      simp only [zero_smul, NormedSpace.exp_zero, mul_zero, add_zero, mul_one, one_mul] at h
      have e : comm D P * P + P * -comm D P = D := by
        rw [mul_neg, ← sub_eq_add_neg]
        exact (eq_double_comm hP hD).symm
      rw [e] at h
      exact h
  · rintro ⟨γ, h0, hγ, hd⟩
    have h := (density_response hd (fun t => (hγ t).1)).1
    rwa [h0] at h

/-- For Hermitian `F` and a Hermitian idempotent `P`, the trace `tr(FD)` vanishes for every
Hermitian occupied-virtual `D` exactly when `F` commutes with `P`. -/
theorem stationary_iff_commute {F P : Matrix n n ℂ} (hP : P * P = P)
    (hPh : P.IsHermitian) (hFh : F.IsHermitian) :
    (∀ D : Matrix n n ℂ, D.IsHermitian → IsOccVirt P D → trace (F * D) = 0) ↔
      F * P = P * F := by
  have key : ∀ A E : Matrix n n ℂ, A * P = P * A → IsOccVirt P E → trace (A * E) = 0 := by
    intro A E hA hE
    have h := (isOccVirt_iff hP).1 hE
    have h1 : trace (A * (E * P)) = 0 := by
      calc trace (A * (E * P)) = trace (A * E * P * P) := by
            rw [mul_assoc (A * E), hP, mul_assoc]
        _ = trace (P * (A * E * P)) := trace_mul_comm _ _
        _ = trace (A * (P * E * P)) := by
            rw [show P * (A * E * P) = A * (P * E * P) by
              linear_combination (norm := noncomm_ring) -hA * E * P]
        _ = 0 := by rw [hE.occ, mul_zero, trace_zero]
    have h2 : trace (A * (P * E)) = 0 := by
      rw [← mul_assoc, hA, mul_assoc, trace_mul_comm, mul_assoc]
      exact h1
    rw [h, mul_add, trace_add, h1, h2, add_zero]
  refine ⟨fun hs => ?_, fun hF D _ hD => key F D hF hD⟩
  have pq : P * (1 - P) = 0 := by rw [mul_sub, mul_one, hP, sub_self]
  have qp : (1 - P) * P = 0 := by rw [sub_mul, one_mul, hP, sub_self]
  -- split `F` into an occupied-virtual part `G` and a block-diagonal part `R`
  obtain ⟨G, hG⟩ : ∃ G, G = P * F * (1 - P) + (1 - P) * F * P := ⟨_, rfl⟩
  obtain ⟨R, hR⟩ : ∃ R, R = P * F * P + (1 - P) * F * (1 - P) := ⟨_, rfl⟩
  have hsplit : F = G + R := by rw [hG, hR]; noncomm_ring
  have hGov : IsOccVirt P G := by
    rw [hG]
    constructor
    · linear_combination (norm := noncomm_ring) P * P * F * qp + pq * F * P * P
    · linear_combination (norm := noncomm_ring)
        qp * F * (1 - P) * (1 - P) + (1 - P) * (1 - P) * F * pq
  have hRP : R * P = P * R := by
    rw [hR]
    linear_combination (norm := noncomm_ring)
      P * F * hP - hP * F * P + (1 - P) * F * qp - pq * F * (1 - P)
  have hGh : Gᴴ = G := by
    rw [hG]
    simp only [conjTranspose_add, conjTranspose_mul, conjTranspose_sub, conjTranspose_one,
      hPh.eq, hFh.eq, mul_assoc]
    exact add_comm _ _
  -- testing with `D = G` gives `tr(G²) = 0`
  have ht := hs G hGh hGov
  rw [hsplit, add_mul, trace_add, key R G hRP hGov, add_zero] at ht
  have hG0 : G = 0 := by
    apply Matrix.trace_conjTranspose_mul_self_eq_zero_iff.1
    rw [hGh]
    exact ht
  rw [hsplit, hG0, zero_add]
  exact hRP

/-- Let `F(t)` and `P(t)` commute for all `t`, and let both be differentiable at `t₀` and diagonal
there, with orbital energies `ε` and occupations `f`. Between orbitals of different energy the
density response is the derivative of `F` times the ratio of occupation difference to energy
difference. -/
theorem response_orbital_basis {F P : ℝ → Matrix n n ℂ} {F' D : Matrix n n ℂ} {t₀ : ℝ}
    (hF : HasMatrixDerivAt F F' t₀) (hP : HasMatrixDerivAt P D t₀)
    (hc : ∀ t, F t * P t = P t * F t) (ε f : n → ℝ)
    (hF0 : F t₀ = diagonal (fun k => (ε k : ℂ)))
    (hP0 : P t₀ = diagonal (fun k => (f k : ℂ))) {a i : n} (hne : ε i ≠ ε a) :
    D a i = ((f i : ℂ) - f a) / ((ε i : ℂ) - ε a) * F' a i := by
  have h1 := (hF.mul hP) a i
  have h2 := (hP.mul hF) a i
  simp only [hc] at h1
  have h := h1.unique h2
  rw [hF0, hP0] at h
  simp only [Matrix.add_apply, mul_diagonal, diagonal_mul] at h
  have hd : (ε i : ℂ) - ε a ≠ 0 := sub_ne_zero.2 (by exact_mod_cast hne)
  rw [div_mul_eq_mul_div, eq_div_iff hd]
  linear_combination -h

/-- For two orbitals, the first one occupied, the matrix that exchanges them is a Hermitian
occupied-virtual matrix. -/
theorem isOccVirt_witness :
    (!![1, 0; 0, 0] : Matrix (Fin 2) (Fin 2) ℂ) * !![1, 0; 0, 0] = !![1, 0; 0, 0] ∧
    (!![1, 0; 0, 0] : Matrix (Fin 2) (Fin 2) ℂ).IsHermitian ∧
    (!![0, 1; 1, 0] : Matrix (Fin 2) (Fin 2) ℂ).IsHermitian ∧
    IsOccVirt (!![1, 0; 0, 0] : Matrix (Fin 2) (Fin 2) ℂ) !![0, 1; 1, 0] := by
  refine ⟨?_, ?_, ?_, ?_, ?_⟩ <;> ext i j <;> fin_cases i <;> fin_cases j <;>
    simp [Matrix.mul_apply, Fin.sum_univ_succ]

end DensityResponse
```

```lean
#print axioms DensityResponse.density_response
-- 'DensityResponse.density_response' depends on axioms: [propext, Classical.choice, Quot.sound]
#print axioms DensityResponse.isOccVirt_iff_exists_curve
-- 'DensityResponse.isOccVirt_iff_exists_curve' depends on axioms: [propext, Classical.choice, Quot.sound]
#print axioms DensityResponse.stationary_iff_commute
-- 'DensityResponse.stationary_iff_commute' depends on axioms: [propext, Classical.choice, Quot.sound]
#print axioms DensityResponse.response_orbital_basis
-- 'DensityResponse.response_orbital_basis' depends on axioms: [propext, Classical.choice, Quot.sound]
```

## From the algebra to the Lean proofs

`HasMatrixDerivAt.mul` is the matrix product rule: each entry of a product is a finite sum of products, which is differentiated term by term.

`isOccVirt_iff` is the equivalence between the block conditions and $D=DP+PD$. In one direction, `linear_combination` subtracts the occupied block from the virtual one, as above, and `noncomm_ring` checks the expansion without exchanging factors. In the other, the condition is sandwiched between two copies of `P`. `eq_double_comm` is the expansion of the double commutator.

In `density_response`, the product rule gives one derivative of $P(t)^2$. Rewriting with `hP` turns that function into $P(t)$, whose derivative is `D`, and `unique` equates the two.

`hasMatrixDerivAt_exp` differentiates $e^{tX}$ at zero. It equips the matrices with a norm, uses Mathlib's derivative of the exponential, and then reads off single entries through a continuous linear map.

The forward half of `isOccVirt_iff_exists_curve` has three parts. Idempotency of the curve follows because the two exponentials are inverse to each other; Hermiticity follows from $X^\dagger=-X$; the velocity comes from two uses of the product rule and `eq_double_comm`. The backward half is `density_response`.

In `stationary_iff_commute`, the auxiliary statement `key` is the cyclic trace argument. It serves twice: it proves that commuting implies stationarity, and it removes $\operatorname{tr}(RG)$ in the converse. There the hypothesis is applied to `G`, and `trace_conjTranspose_mul_self_eq_zero_iff` turns $\operatorname{tr}(G^\dagger G)=0$ into $G=0$.

`response_orbital_basis` differentiates $F(t)P(t)$ and $P(t)F(t)$ separately. By `hc` they are the same function, so their derivatives agree; the diagonal forms reduce the `a i` entry to the scalar equation above, and `hne` permits the division. The two-orbital witness is checked entry by entry.
